# Independent-set charges commute with the Hamiltonian on a finite claw-free anticommutation graph

## Three terms, one cancellation

Let $a$ and $b$ anticommute, let $c$ commute with both, and take $H=a+b+c$. The product $ac$ is in general not conserved, since $[H,ac]=[b,a]c$. Nor is $bc$, since $[H,bc]=[a,b]c$. These commutators are opposite, so $Q_2=ac+bc$ commutes with $H$.

## Charges for a sum of Pauli strings

Which operators does a spin Hamiltonian conserve? Suppose $H=\sum_v h_v$, where any two terms either commute or anticommute, as Pauli strings do. Couplings can be absorbed into the $h_v$. Draw a graph $G$ with one vertex per term and an edge between anticommuting terms.

A set of vertices is independent if no two of them are adjacent. For such a set $S$, let $M_S$ be the product of its terms; they commute, so their order is immaterial. Define
$$Q_r=\sum_{S\ \text{independent},\ |S|=r}M_S .$$

A claw is a vertex with three pairwise non-adjacent neighbours. If $G$ is finite and has no claw, then $[H,Q_r]=0$ for every $r$.

In the chain known as "free fermions in disguise", terms at distance one or two anticommute and all others commute. Of any three neighbours of a term, two lie on the same side and are adjacent, so there is no claw. The result gives conservation only: it contains neither the free-fermion spectrum nor the mutual commutation of the charges.

For a finite spin system with a claw-free graph, the expectation value of each $Q_r$ stays constant under exact time evolution with the fixed Hamiltonian $H$, which a simulation can monitor.

## Exchanging a term with its only neighbour

Let $v$ have $k$ neighbours in an independent set $S$. Moving $h_v$ through $M_S$ gives
$$h_vM_S=(-1)^kM_Sh_v .$$
Three neighbours in $S$ would form a claw, so $k\le2$. For $k=0$ or $k=2$ the commutator vanishes.

For $k=1$, let $u$ be the neighbour, $T=S\setminus\{u\}$ and $S'=T\cup\{v\}$. Then $S'$ is independent, has the size of $S$, and contains $v$ as the only neighbour of $u$. Both $h_u$ and $h_v$ commute with $M_T$, hence
$$[h_v,M_S]+[h_u,M_{S'}]=[h_v,h_u]M_T+[h_u,h_v]M_T=0 .$$
The map $(v,u,S)\mapsto(u,v,S')$ is its own inverse and has no fixed point, because $u\ne v$. The surviving commutators therefore cancel in pairs, and $[H,Q_r]=0$.

An error that arises readily here is to keep $h_v$ fixed and change only the set. Since $v\in S'$, the commutator $[h_v,M_{S'}]$ is zero and cancels nothing; the term outside the product must be exchanged too.

## A claw that breaks conservation

Conversely, suppose $G$ has a claw. Put $\sigma_x$ on its centre, $\sigma_z$ on its three leaves and zero elsewhere. The exchange relations of $G$ (terms anticommute along edges and commute otherwise) hold, and only the set of leaves contributes to $Q_3$, so $Q_3=\sigma_z^3=\sigma_z$. With $H=\sigma_x+3\sigma_z$,
$$[H,Q_3]=[\sigma_x,\sigma_z]=-2i\sigma_y\ne0 .$$
Thus $G$ is claw-free exactly when conservation holds for every one-qubit family with its exchange relations, zero terms being allowed. A particular family on a graph with a claw may still conserve all charges.

## Operators as ring elements

In Lean, the terms are a function `h : V → R` into an arbitrary ring, with no condition on squares or Hermiticity. `Frustrated G h` states the exchange relations; the name refers to the graph, not to competing energies. `mono h S` is $M_S$, multiplied in a fixed listing of `S`, and `charge G h r` is $Q_r$. `Hop G v u S` says that `S` is independent and `u` is the only neighbour of `v` in it; it is not a hopping operator.

`disguiseGraph n` describes an open chain numbered from $0$ to $n-1$. Its relations are assumed for general $n$, and a two-qubit family realises them for $n=4$. That a real magnet is described by such a sum, with no further terms, remains a physical assumption.

```lean
import Mathlib

open Finset
open scoped Kronecker

namespace FreeFermionsInDisguise

variable {V R : Type*} [Ring R] {G : SimpleGraph V} {h : V → R}

/-- The terms `h v` anticommute along the edges of `G` and commute otherwise. -/
structure Frustrated (G : SimpleGraph V) (h : V → R) : Prop where
  anti : ∀ u v, G.Adj u v → h u * h v = -(h v * h u)
  comm : ∀ u v, ¬ G.Adj u v → h u * h v = h v * h u

/-- Among any three distinct neighbours of a vertex, two are adjacent. -/
def ClawFree (G : SimpleGraph V) : Prop :=
  ∀ c x y z, G.Adj c x → G.Adj c y → G.Adj c z → x ≠ y → y ≠ z → x ≠ z →
    G.Adj x y ∨ G.Adj y z ∨ G.Adj x z

/-- No two vertices of `S` are adjacent. -/
def Indep (G : SimpleGraph V) (S : Finset V) : Prop :=
  ∀ u ∈ S, ∀ v ∈ S, ¬ G.Adj u v

/-- The product of the terms `h v` over `v` in `S`, taken in a fixed listing of `S`. -/
noncomputable def mono (h : V → R) (S : Finset V) : R := (S.toList.map h).prod

/-- The Hamiltonian, the sum of all terms. -/
def hamiltonian [Fintype V] (h : V → R) : R := ∑ v, h v

open Classical in
/-- The independent sets with `r` vertices. -/
noncomputable def indepSets [Fintype V] (G : SimpleGraph V) (r : ℕ) : Finset (Finset V) :=
  univ.filter fun S => S.card = r ∧ Indep G S

/-- The charge `Q_r`, the sum over independent `r`-sets of the products of their terms. -/
noncomputable def charge [Fintype V] (G : SimpleGraph V) (h : V → R) (r : ℕ) : R :=
  ∑ S ∈ indepSets G r, mono h S

/-- The set `S` is independent and `u` is the only neighbour of `v` in it. -/
structure Hop (G : SimpleGraph V) (v u : V) (S : Finset V) : Prop where
  indep : Indep G S
  mem : u ∈ S
  adj : G.Adj v u
  only : ∀ w ∈ S, G.Adj v w → w = u

/-- If the terms satisfy the exchange relations of `G`, any factor of the product over an
independent set can be pulled to the front. -/
theorem mono_erase [DecidableEq V] (F : Frustrated G h) {S : Finset V} (hS : Indep G S)
    {u : V} (hu : u ∈ S) : mono h S = h u * mono h (S.erase u) := by
  have p := Finset.toList_insert (Finset.notMem_erase u S)
  rw [Finset.insert_erase hu] at p
  have hp : (S.toList.map h).Pairwise Commute :=
    List.pairwise_map.2 (List.pairwise_iff_getElem.2 fun i j hi hj _ =>
      F.comm _ _ (hS _ (Finset.mem_toList.1 (List.getElem_mem hi))
        _ (Finset.mem_toList.1 (List.getElem_mem hj))))
  unfold mono
  rw [(p.map h).prod_eq' hp, List.map_cons, List.prod_cons]

/-- If the terms satisfy the exchange relations of `G`, a term commutes with the product over a set
that contains none of its neighbours. -/
theorem mono_comm (F : Frustrated G h) {S : Finset V} {v : V}
    (hv : ∀ w ∈ S, ¬ G.Adj v w) : h v * mono h S = mono h S * h v := by
  refine Commute.list_prod_right _ _ fun x hx => ?_
  obtain ⟨w, hw, rfl⟩ := List.mem_map.1 hx
  exact F.comm _ _ (hv w (Finset.mem_toList.1 hw))

/-- If the terms satisfy the exchange relations of a claw-free graph, a term commutes with the
product over an independent set unless it has exactly one neighbour there. -/
theorem comm_or_hop [DecidableEq V] (hG : ClawFree G) (F : Frustrated G h) {S : Finset V}
    (hS : Indep G S) (v : V) : h v * mono h S = mono h S * h v ∨ ∃ u, Hop G v u S := by
  by_cases h0 : ∃ u ∈ S, G.Adj v u
  · obtain ⟨u, hu, hvu⟩ := h0
    by_cases h1 : ∃ w ∈ S, G.Adj v w ∧ w ≠ u
    · -- two neighbours: the two signs cancel, and a third neighbour would make a claw
      obtain ⟨w, hw, hvw, hwu⟩ := h1
      left
      have hT : Indep G (S.erase u) := fun a ha b hb =>
        hS a (Finset.mem_of_mem_erase ha) b (Finset.mem_of_mem_erase hb)
      have e3 : h v * mono h ((S.erase u).erase w) = mono h ((S.erase u).erase w) * h v := by
        refine mono_comm F fun x hx hvx => ?_
        simp only [Finset.mem_erase] at hx
        obtain ⟨hxw, hxu, hxS⟩ := hx
        rcases hG v u w x hvu hvw hvx hwu.symm hxw.symm hxu.symm with k | k | k
        · exact hS u hu w hw k
        · exact hS w hw x hxS k
        · exact hS u hu x hxS k
      rw [mono_erase F hS hu, mono_erase F hT (Finset.mem_erase.2 ⟨hwu, hw⟩)]
      have e1 := F.anti v u hvu
      have e2 := F.anti v w hvw
      linear_combination (norm := noncomm_ring)
        e1 * (h w * mono h ((S.erase u).erase w))
          - h u * e2 * mono h ((S.erase u).erase w) + h u * h w * e3
    · exact Or.inr ⟨u, hS, hu, hvu, fun w hw hvw => by_contra fun k => h1 ⟨w, hw, hvw, k⟩⟩
  · exact Or.inl (mono_comm F fun w hw k => h0 ⟨w, hw, k⟩)

/-- If `u` is the only neighbour of `v` in an independent set, replacing `u` by `v` gives an
independent set in which `v` is the only neighbour of `u`. -/
theorem Hop.swap [DecidableEq V] {v u : V} {S : Finset V} (s : Hop G v u S) :
    Hop G u v (insert v (S.erase u)) := by
  refine ⟨fun a ha b hb hab => ?_, Finset.mem_insert_self _ _, s.adj.symm, fun w hw k => ?_⟩
  · simp only [Finset.mem_insert, Finset.mem_erase] at ha hb
    rcases ha with ha | ⟨hau, ha⟩
    · rcases hb with hb | ⟨hbu, hb⟩
      · exact hab.ne (ha.trans hb.symm)
      · exact hbu (s.only b hb (ha ▸ hab))
    · rcases hb with hb | ⟨hbu, hb⟩
      · exact hau (s.only a ha (hb ▸ hab.symm))
      · exact s.indep a ha b hb hab
  · simp only [Finset.mem_insert, Finset.mem_erase] at hw
    rcases hw with hw | ⟨_, hw⟩
    · exact hw
    · exact absurd k (s.indep u s.mem w hw)

/-- Let the terms satisfy the exchange relations of `G`, and let `u` be the only neighbour of `v` in
the independent set `S`. Then the commutator of `h v` with the product over `S` and that of `h u`
with the product over the set in which `v` replaces `u` add up to zero. -/
theorem Hop.cancel [DecidableEq V] (F : Frustrated G h) {v u : V} {S : Finset V}
    (s : Hop G v u S) :
    (h v * mono h S - mono h S * h v) + (h u * mono h (insert v (S.erase u))
      - mono h (insert v (S.erase u)) * h u) = 0 := by
  have hv : v ∉ S.erase u := fun k =>
    s.indep v (Finset.mem_of_mem_erase k) u s.mem s.adj
  have ev : h v * mono h (S.erase u) = mono h (S.erase u) * h v :=
    mono_comm F fun w hw k => (Finset.mem_erase.1 hw).1 (s.only w (Finset.mem_of_mem_erase hw) k)
  have eu : h u * mono h (S.erase u) = mono h (S.erase u) * h u :=
    mono_comm F fun w hw => s.indep u s.mem w (Finset.mem_of_mem_erase hw)
  rw [mono_erase F s.swap.indep s.swap.mem, Finset.erase_insert hv,
    mono_erase F s.indep s.mem]
  linear_combination (norm := noncomm_ring) h u * ev + h v * eu

/-- If the terms satisfy the exchange relations of a finite claw-free graph, the Hamiltonian
commutes with every charge `Q_r`. -/
theorem charge_conserved [Fintype V] (hG : ClawFree G) (F : Frustrated G h) (r : ℕ) :
    hamiltonian h * charge G h r = charge G h r * hamiltonian h := by
  classical
  have hC : hamiltonian h * charge G h r - charge G h r * hamiltonian h =
      ∑ q ∈ univ ×ˢ indepSets G r, (h q.1 * mono h q.2 - mono h q.2 * h q.1) := by
    rw [Finset.sum_product, hamiltonian, Finset.sum_mul, Finset.mul_sum,
      ← Finset.sum_sub_distrib]
    refine Finset.sum_congr rfl fun v _ => ?_
    rw [charge, Finset.mul_sum, Finset.sum_mul, ← Finset.sum_sub_distrib]
  -- the terms that survive, labelled by (v, u, S)
  obtain ⟨A, hA⟩ : ∃ A : Finset (V × V × Finset V),
      ∀ v u S, (v, u, S) ∈ A ↔ S.card = r ∧ Hop G v u S :=
    ⟨univ.filter fun p => p.2.2.card = r ∧ Hop G p.1 p.2.1 p.2.2, by simp⟩
  have h0 : ∑ p ∈ A, (h p.1 * mono h p.2.2 - mono h p.2.2 * h p.1) = 0 := by
    refine Finset.sum_involution
      (fun p _ => (p.2.1, p.1, insert p.1 (p.2.2.erase p.2.1))) ?_ ?_ ?_ ?_
    · rintro ⟨v, u, S⟩ hp
      exact ((hA v u S).1 hp).2.cancel F
    · rintro ⟨v, u, S⟩ hp _ he
      exact ((hA v u S).1 hp).2.adj.ne (Prod.ext_iff.1 he).1.symm
    · rintro ⟨v, u, S⟩ hp
      obtain ⟨hc, s⟩ := (hA v u S).1 hp
      have hv : v ∉ S.erase u := fun k =>
        s.indep v (Finset.mem_of_mem_erase k) u s.mem s.adj
      refine (hA _ _ _).2 ⟨?_, s.swap⟩
      rw [Finset.card_insert_of_notMem hv, Finset.card_erase_add_one s.mem, hc]
    · rintro ⟨v, u, S⟩ hp
      obtain ⟨_, s⟩ := (hA v u S).1 hp
      have hv : v ∉ S.erase u := fun k =>
        s.indep v (Finset.mem_of_mem_erase k) u s.mem s.adj
      simp only [Finset.erase_insert hv, Finset.insert_erase s.mem]
  refine sub_eq_zero.1 (hC.trans (Eq.trans (Eq.symm ?_) h0))
  refine Finset.sum_of_injOn (fun p => (p.1, p.2.2)) ?_ ?_ ?_ (fun _ _ => rfl)
  · rintro ⟨v, u, S⟩ hp ⟨v', u', S'⟩ hp' he
    simp only [Prod.mk.injEq] at he
    obtain ⟨rfl, rfl⟩ := he
    have s := ((hA _ _ _).1 (Finset.mem_coe.1 hp)).2
    have s' := ((hA _ _ _).1 (Finset.mem_coe.1 hp')).2
    rw [s'.only u s.mem s.adj]
  · rintro ⟨v, u, S⟩ hp
    obtain ⟨hc, s⟩ := (hA v u S).1 (Finset.mem_coe.1 hp)
    exact Finset.mem_coe.2 (Finset.mem_product.2
      ⟨Finset.mem_univ _, Finset.mem_filter.2 ⟨Finset.mem_univ _, hc, s.indep⟩⟩)
  · rintro ⟨v, S⟩ hq hn
    obtain ⟨hc, hS⟩ := (Finset.mem_filter.1 (Finset.mem_product.1 hq).2).2
    rcases comm_or_hop hG F hS v with k | ⟨u, s⟩
    · exact sub_eq_zero.2 k
    · exact absurd ⟨(v, u, S), Finset.mem_coe.2 ((hA v u S).2 ⟨hc, s⟩), rfl⟩ hn

/-- Operators on one qubit, as complex two-by-two matrices. -/
abbrev Qubit := Matrix (Fin 2) (Fin 2) ℂ

/-- The Pauli matrix `σx`. -/
def σx : Qubit := !![0, 1; 1, 0]

/-- The Pauli matrix `σy`. -/
def σy : Qubit := !![0, -Complex.I; Complex.I, 0]

/-- The Pauli matrix `σz`. -/
def σz : Qubit := !![1, 0; 0, -1]

/-- A finite graph is claw-free exactly when, for every family of one-qubit operators with its
exchange relations, the Hamiltonian commutes with all charges. -/
theorem clawFree_iff_conserved [Fintype V] : ClawFree G ↔ ∀ h : V → Qubit, Frustrated G h →
    ∀ r, hamiltonian h * charge G h r = charge G h r * hamiltonian h := by
  classical
  refine ⟨fun hG h F r => charge_conserved hG F r, ?_⟩
  intro hall c x y z hcx hcy hcz hxy hyz hxz
  by_contra hn
  simp only [not_or] at hn
  obtain ⟨n1, n2, n3⟩ := hn
  obtain ⟨L, hL3, hL, hcL⟩ : ∃ L : Finset V, L.card = 3 ∧ Indep G L ∧ ∀ a ∈ L, G.Adj c a := by
    refine ⟨{x, y, z}, Finset.card_eq_three.2 ⟨x, y, z, hxy, hxz, hyz, rfl⟩, ?_, ?_⟩
    · simp [Indep, n1, n2, n3, G.adj_comm y x, G.adj_comm z y, G.adj_comm z x]
    · simp [hcx, hcy, hcz]
  -- σx on the centre of the claw, σz on its leaves, zero elsewhere
  obtain ⟨h, hc, hl, h0⟩ : ∃ h : V → Qubit, h c = σx ∧ (∀ a ∈ L, h a = σz) ∧
      ∀ a, a ≠ c → a ∉ L → h a = 0 :=
    ⟨fun a => if a = c then σx else if a ∈ L then σz else 0, by simp,
      fun a ha => by simp [ha, (hcL a ha).ne'], fun a h1 h2 => by simp [h1, h2]⟩
  have hcase : ∀ a, a = c ∨ a ∈ L ∨ h a = 0 := fun a => by
    by_cases h1 : a = c
    · exact Or.inl h1
    · by_cases h2 : a ∈ L
      · exact Or.inr (Or.inl h2)
      · exact Or.inr (Or.inr (h0 a h1 h2))
  have hxz' : σx * σz = -(σz * σx) := by
    ext i j
    fin_cases i <;> fin_cases j <;> simp [σx, σz, Matrix.mul_apply, Fin.sum_univ_succ]
  have F : Frustrated G h := by
    constructor
    · intro a b hab
      rcases hcase a with ha | ha | ha
      · rcases hcase b with hb | hb | hb
        · exact absurd (ha.trans hb.symm) hab.ne
        · rw [ha, hc, hl b hb, hxz']
        · simp [hb]
      · rcases hcase b with hb | hb | hb
        · rw [hb, hc, hl a ha, hxz', neg_neg]
        · exact absurd hab (hL a ha b hb)
        · simp [hb]
      · simp [ha]
    · intro a b hab
      rcases hcase a with ha | ha | ha
      · rcases hcase b with hb | hb | hb
        · rw [ha, hb]
        · exact absurd (ha ▸ hcL b hb) hab
        · simp [hb]
      · rcases hcase b with hb | hb | hb
        · exact absurd (hb ▸ (hcL a ha).symm) hab
        · rw [hl a ha, hl b hb]
        · simp [hb]
      · simp [ha]
  -- only the three leaves contribute to the third charge
  have hQ : charge G h 3 = σz := by
    rw [charge, Finset.sum_eq_single L]
    · have e : L.toList.map h = List.replicate 3 σz := by
        refine List.eq_replicate_iff.2 ⟨by simp [hL3], fun b hb => ?_⟩
        obtain ⟨a, ha, rfl⟩ := List.mem_map.1 hb
        exact hl a (Finset.mem_toList.1 ha)
      have hz : σz * σz = 1 := by
        ext i j
        fin_cases i <;> fin_cases j <;> simp [σz, Matrix.mul_apply, Fin.sum_univ_succ]
      rw [mono, e, List.prod_replicate, pow_succ, pow_two, hz, one_mul]
    · intro S hS hne
      obtain ⟨hS3, hSi⟩ := (Finset.mem_filter.1 hS).2
      obtain ⟨a, ha, ha0⟩ : ∃ a ∈ S, h a = 0 := by
        by_contra k
        have hk : ∀ a ∈ S, a = c ∨ a ∈ L := fun a ha =>
          (hcase a).imp_right fun q => q.resolve_right fun q' => k ⟨a, ha, q'⟩
        by_cases hcS : c ∈ S
        · have hsub : S ⊆ {c} := fun a ha => Finset.mem_singleton.2
            ((hk a ha).resolve_right fun q => hSi c hcS a ha (hcL a q))
          have hle := Finset.card_le_card hsub
          rw [hS3, Finset.card_singleton] at hle
          omega
        · have hsub : S ⊆ L := fun a ha =>
            (hk a ha).resolve_left fun q => hcS (q ▸ ha)
          exact hne (Finset.eq_of_subset_of_card_le hsub (by omega))
      exact List.prod_eq_zero (List.mem_map.2 ⟨a, Finset.mem_toList.2 ha, ha0⟩)
    · intro k
      exact absurd (Finset.mem_filter.2 ⟨Finset.mem_univ _, hL3, hL⟩) k
  have e := sub_eq_zero.2 (hall h F 3)
  rw [hQ, hamiltonian, Finset.sum_mul, Finset.mul_sum, ← Finset.sum_sub_distrib,
    Finset.sum_eq_single c, hc] at e
  · have e01 := congrFun (congrFun e 0) 1
    norm_num [σx, σz, Matrix.mul_apply, Fin.sum_univ_succ] at e01
  · intro a _ hac
    rcases hcase a with ha | ha | ha
    · exact absurd ha hac
    · rw [hl a ha, sub_self]
    · simp [ha]
  · intro k
    exact absurd (Finset.mem_univ c) k

/-- The graph of an open chain of `n` terms in which terms at distance one or two are joined. -/
def disguiseGraph (n : ℕ) : SimpleGraph (Fin n) :=
  SimpleGraph.fromRel fun i j => i.val < j.val ∧ j.val ≤ i.val + 2

/-- If the terms of an open chain anticommute at distance one or two and commute otherwise,
the Hamiltonian commutes with every charge `Q_r`. -/
theorem disguise_chain_conserved {n : ℕ} {h : Fin n → R} (F : Frustrated (disguiseGraph n) h)
    (r : ℕ) : hamiltonian h * charge (disguiseGraph n) h r =
      charge (disguiseGraph n) h r * hamiltonian h := by
  refine charge_conserved ?_ F r
  -- of three neighbours, two lie on the same side and are therefore joined
  intro c x y z
  simp only [disguiseGraph, SimpleGraph.fromRel_adj, ne_eq, Fin.ext_iff]
  omega

/-- The two-qubit operators `σx ⊗ 1`, `σy ⊗ 1`, `σz ⊗ 1`, `σx ⊗ σz` satisfy the exchange
relations of the chain with four terms. -/
theorem disguise_chain_witness : Frustrated (disguiseGraph 4) (fun i =>
    (![σx, σy, σz, σx] : Fin 4 → Qubit) i ⊗ₖ (![1, 1, 1, σz] : Fin 4 → Qubit) i) := by
  have hP : Frustrated (disguiseGraph 4) (![σx, σy, σz, σx] : Fin 4 → Qubit) := by
    constructor
    · intro i j hij
      fin_cases i <;> fin_cases j <;> simp [disguiseGraph] at hij <;> ext a b <;>
        fin_cases a <;> fin_cases b <;>
        simp [σx, σy, σz, Matrix.mul_apply, Fin.sum_univ_succ]
    · intro i j hij
      fin_cases i <;> fin_cases j <;> simp [disguiseGraph] at hij <;> rfl
  have hD : ∀ i j, (![1, 1, 1, σz] : Fin 4 → Qubit) i * (![1, 1, 1, σz] : Fin 4 → Qubit) j =
      (![1, 1, 1, σz] : Fin 4 → Qubit) j * (![1, 1, 1, σz] : Fin 4 → Qubit) i := by
    intro i j
    fin_cases i <;> fin_cases j <;> simp
  constructor
  · intro i j hij
    rw [← Matrix.mul_kronecker_mul, ← Matrix.mul_kronecker_mul, hP.anti i j hij, hD i j]
    ext a b
    simp only [Matrix.kroneckerMap_apply, Matrix.neg_apply, neg_mul]
  · intro i j hij
    rw [← Matrix.mul_kronecker_mul, ← Matrix.mul_kronecker_mul, hP.comm i j hij, hD i j]

end FreeFermionsInDisguise
```

```lean
#print axioms FreeFermionsInDisguise.clawFree_iff_conserved
#print axioms FreeFermionsInDisguise.disguise_chain_conserved
```

```
'FreeFermionsInDisguise.clawFree_iff_conserved' depends on axioms: [propext, Classical.choice, Quot.sound]
'FreeFermionsInDisguise.disguise_chain_conserved' depends on axioms: [propext, Classical.choice, Quot.sound]
```

## From local signs to the full commutator

`mono_erase` pulls a chosen factor to the front of $M_S$, and `mono_comm` is the case $k=0$. `comm_or_hop` splits by the number of neighbours: with two, it extracts both factors and cancels the signs, using claw-freeness to exclude a third.

`Hop.swap` shows that the exchanged set has the required properties. `Hop.cancel` is the displayed cancellation, with `noncomm_ring` doing the algebra.

`charge_conserved` expands $[H,Q_r]$ over pairs $(v,S)$. `Finset.sum_involution` cancels the triples $(v,u,S)$, and `Finset.sum_of_injOn` identifies their sum with the full one: $u$ is unique, and all other pairs contribute zero.

`clawFree_iff_conserved` adds the claw example and reads the contradiction from one off-diagonal matrix entry. For the chain, `omega` settles the distance inequalities. `disguise_chain_witness` checks the relations on the first qubit, where the signs arise; the factors on the second all commute.
